# First and second derivatives of the wall profile 2 arctan(exp(ay + b))

The lemma concerns a wall whose angle at the real, dimensionless position y is θ(y) = 2 arctan(exp(ay + b)), with a and b any real constants. It states that θ has derivative a sin θ at every y, and that the function a sin θ has derivative a² sin θ cos θ there. Together these give the first and second derivatives of the profile; no energy or equation of motion enters the statement. The attempt gets the first derivative by the chain rule from the known slope of 2 arctan(exp s). For the second it differentiates a sin θ, using the first result for the derivative of θ.

The first attempt, which Lean rejects:

```lean
import Mathlib

open Real Filter Topology

namespace HasDerivAtKinkAffine

noncomputable section

/-- The wall profile in dimensionless form. -/
def kink (s : ℝ) : ℝ := 2 * arctan (exp s)

/-- The sine of the wall angle in terms of exponentials. -/
theorem sin_kink (s : ℝ) : sin (kink s) = 2 * exp s / (1 + exp s ^ 2) := by
  unfold kink
  rw [sin_two_mul, sin_arctan, cos_arctan]
  have h : √(1 + exp s ^ 2) ^ 2 = 1 + exp s ^ 2 := sq_sqrt (by positivity)
  calc 2 * (exp s / √(1 + exp s ^ 2)) * (1 / √(1 + exp s ^ 2))
      = 2 * exp s / √(1 + exp s ^ 2) ^ 2 := by ring
    _ = 2 * exp s / (1 + exp s ^ 2) := by rw [h]

/-- The slope of the dimensionless wall profile equals the sine of its angle. -/
theorem hasDerivAt_kink (s : ℝ) : HasDerivAt kink (sin (kink s)) s := by
  have h := ((Real.hasDerivAt_exp s).arctan).const_mul 2
  rw [sin_kink]
  exact h.congr_deriv (by ring)

/-- First and second derivatives of the wall profile along a linearly varying argument. -/
theorem hasDerivAt_kink_affine (a b y : ℝ) :
    HasDerivAt (fun z => kink (a * z + b)) (a * sin (kink (a * y + b))) y ∧
    HasDerivAt (fun z => a * sin (kink (a * z + b)))
      (a ^ 2 * (sin (kink (a * y + b)) * cos (kink (a * y + b)))) y := by
  have hl : HasDerivAt (fun z => a * z + b) a y :=
    (((hasDerivAt_id' y).const_mul a).add_const b).congr_deriv (mul_one a)
  have h1 : HasDerivAt (fun z => kink (a * z + b)) (a * sin (kink (a * y + b))) y :=
    ((hasDerivAt_kink (a * y + b)).comp y hl).congr_deriv (by ring)
  exact ⟨h1, (h1.sin.const_mul a).congr_deriv (by ring)⟩

end

end HasDerivAtKinkAffine
```

Compiling this gives:

```
Main.lean:35:4: error: Type mismatch
  HasDerivAt.congr_deriv (HasDerivAt.comp y ?m.177 hl) ?m.187
has type
  HasDerivAt (?m.174 ∘ fun z => a * z + b) ?m.185 y
but is expected to have type
  HasDerivAt (fun z => kink (a * z + b)) (a * sin (kink (a * y + b))) y
Try this:
  [apply] ring_nf
  
  The `ring` tactic failed to close the goal. Use `ring_nf` to obtain a normal form.
    
  Note that `ring` works primarily in *commutative* rings. If you have a noncommutative ring, abelian group or module, consider using `noncomm_ring`, `abel` or `module` instead.
Main.lean:35:59: error: unsolved goals
a b y : ℝ
hl : HasDerivAt (fun z => a * z + b) a y
⊢ a * sin (kink (a * y + b)) = ?m.185
```

Diagnosis. The first message says that the chain-rule term does not fit the stated type. When Lean compared the two, the outer function was still the unknown `?m.174`, and Lean did not match `?m.174 ∘ fun z => a * z + b` with `fun z => kink (a * z + b)`.

The second error follows from the first. The new derivative, `?m.185`, should have been read off the expected type, but that match had failed. `ring` was therefore left with an equation whose right side was unknown, and could not close it.

The repair states the chain rule separately as `hcomp`, with `kink ∘ fun z => a * z + b` and the derivative `sin (kink (a * y + b)) * a` written out. Nothing is then left to guess, and Lean accepts the composition as the function `fun z => kink (a * z + b)`, which it equals by definition. Only the order of the factors remains to be changed, which `mul_comm` does. Using it in place of `ring` is mere tidying, as is the added comment.

Fix (accepted with no message):

```diff
@@ -32,6 +32,9 @@
   have hl : HasDerivAt (fun z => a * z + b) a y :=
     (((hasDerivAt_id' y).const_mul a).add_const b).congr_deriv (mul_one a)
+  -- chain rule
+  have hcomp : HasDerivAt (kink ∘ fun z => a * z + b) (sin (kink (a * y + b)) * a) y :=
+    HasDerivAt.comp y (hasDerivAt_kink (a * y + b)) hl
   have h1 : HasDerivAt (fun z => kink (a * z + b)) (a * sin (kink (a * y + b))) y :=
-    ((hasDerivAt_kink (a * y + b)).comp y hl).congr_deriv (by ring)
+    hcomp.congr_deriv (mul_comm _ _)
   exact ⟨h1, (h1.sin.const_mul a).congr_deriv (by ring)⟩
 
```
